# Plane waves are eigenvectors of the harmonic force in a chain of planes with finite-range coupling

In an infinite chain of planes, each plane feels a harmonic force from the planes up to `P` places away on either side, with a real constant `K p` for each distance `p`. The theorem `force_planeWave` says that if the displacements form the complex plane wave exp(isx), with `x` real, the force on plane `s` is −f(x) times the displacement there, where f(x) = 2 ∑ K_p (1 − cos(px)), summed over p from 1 to `P`. The proof first shows, as `key`, that the displacements of the two planes at distance `p` from plane `s` add up to 2 cos(px) times the displacement of plane `s`. It then uses this in each term of the sum.

This version doesn't compile in Lean 4 with Mathlib:

```lean
import Mathlib

open Real

namespace ForcePlaneWave

noncomputable section

/-- The harmonic force on plane `s` of a chain in which planes `p` apart are coupled by the
interplanar constant `K p`, for `p = 1, ..., P`. -/
def force (K : ℕ → ℝ) (P : ℕ) (u : ℤ → ℂ) (s : ℤ) : ℂ :=
  ∑ p ∈ Finset.Icc 1 P, (K p : ℂ) * (u (s + p) + u (s - p) - 2 * u s)

/-- The plane wave whose phase advances by `x` from one plane to the next. -/
def planeWave (x : ℝ) (s : ℤ) : ℂ :=
  Complex.exp (((s : ℂ) * (x : ℂ)) * Complex.I)

/-- The function `f(x) = 2 ∑ K_p (1 - cos (p x))`, summed over `p = 1, ..., P`. -/
def stiffness (K : ℕ → ℝ) (P : ℕ) (x : ℝ) : ℝ :=
  2 * ∑ p ∈ Finset.Icc 1 P, K p * (1 - Real.cos (p * x))

/-- A plane wave is an eigenvector of the harmonic force, with eigenvalue `-f(x)`. -/
theorem force_planeWave (K : ℕ → ℝ) (P : ℕ) (x : ℝ) (s : ℤ) :
    force K P (planeWave x) s = -(stiffness K P x : ℂ) * planeWave x s := by
  -- the two neighbours at distance p add up to a cosine
  have key : ∀ p : ℕ, planeWave x (s + p) + planeWave x (s - p) =
      2 * Complex.cos (p * x) * planeWave x s := by
    intro p
    unfold planeWave
    push_cast
    rw [Complex.two_cos, add_mul, ← Complex.exp_add, ← Complex.exp_add]
    congr 2 <;> ring
  unfold force stiffness
  push_cast
  rw [Finset.mul_sum, ← Finset.sum_neg_distrib, Finset.sum_mul]
  refine Finset.sum_congr rfl (fun p _ => ?_)
  linear_combination (K p : ℂ) * key p

end

end ForcePlaneWave
```

The error:

```
Main.lean:31:34: error: Tactic `rewrite` failed: Did not find an occurrence of the pattern
  Complex.exp ?x * Complex.exp ?y
in the target expression
  Complex.exp ((↑s * ↑x + ↑p * ↑x) * Complex.I) + Complex.exp ((↑s - ↑p) * ↑x * Complex.I) =
    (Complex.exp (↑p * ↑x * Complex.I) + Complex.exp (-(↑p * ↑x) * Complex.I)) * Complex.exp (↑s * ↑x * Complex.I)

K : ℕ → ℝ
P : ℕ
x : ℝ
s : ℤ
p : ℕ
⊢ Complex.exp ((↑s * ↑x + ↑p * ↑x) * Complex.I) + Complex.exp ((↑s - ↑p) * ↑x * Complex.I) =
    (Complex.exp (↑p * ↑x * Complex.I) + Complex.exp (-(↑p * ↑x) * Complex.I)) * Complex.exp (↑s * ↑x * Complex.I)
```

Cause. The message says that the first `← Complex.exp_add` found no product of two exponentials to merge. The step before it, `add_mul`, was meant to multiply out the right-hand side, where a sum of two exponentials stands times a third. But a bare `add_mul` fits any sum times a factor, and `rw` settled on one inside an exponent on the left, `(↑s + ↑p) * ↑x`. The printed goal shows this product expanded to `↑s * ↑x + ↑p * ↑x`, while the right-hand side is still a sum times an exponential.

The repair gives `add_mul` three arguments of the form `Complex.exp _`, so that it fits only a sum of two exponentials times an exponential. That occurs only on the right, and expanding it gives two products of exponentials, one for each `← Complex.exp_add` to merge. The line break in the new `rw` is mere layout.

As a diff, the version that Lean accepts:

```diff
@@ -29,5 +29,6 @@
     unfold planeWave
     push_cast
-    rw [Complex.two_cos, add_mul, ← Complex.exp_add, ← Complex.exp_add]
+    rw [Complex.two_cos, add_mul (Complex.exp _) (Complex.exp _) (Complex.exp _),
+      ← Complex.exp_add, ← Complex.exp_add]
     congr 2 <;> ring
   unfold force stiffness
```
